# On a finite periodic lattice, translation invariance of a four-index tensor is crystal-momentum conservation

Let $G$ be a finite abelian group of lattice translations with $N$ elements. A complex tensor $V(a,b,c,d)$ on four cells is unchanged by simultaneous translation exactly when its Bloch components, taken with conjugate phases on the first two legs, vanish unless $k_1+k_2=k_3+k_4$. The ladder contraction of two such tensors obeys the same rule. There are $N^3$ allowed momentum quadruples, and $N^4$ sextuples that conserve momentum at both vertices of a ladder.

In periodic coupled-cluster theory on a uniform mesh of $N$ momenta, with occupied and virtual bands at each, these counts give the number of momentum blocks in a doubles amplitude and of momentum combinations in a particle-particle ladder, before permutation symmetry is used. The tensors here carry cell labels only, as for one fixed choice of orbital on each leg.

## Cells, momenta and Bloch components

The group $G$ labels the cells of a crystal with periodic boundary conditions. It may have any number of dimensions.

```lean
import Mathlib

open Finset

namespace CrystalMomentumLadder

universe u

variable {G : Type u} [AddCommGroup G] [Fintype G]
```

Invariance means that $V(a+t,b+t,c+t,d+t)=V(a,b,c,d)$ for every translation $t$ and all cells.

```lean
/-- A four-index tensor is translation invariant if moving all four cells by the same
lattice translation leaves it unchanged. -/
def IsTranslationInvariant (V : G → G → G → G → ℂ) : Prop :=
  ∀ t a b c d, V (a + t) (b + t) (c + t) (d + t) = V a b c d
```

A crystal momentum is a character $k:G\to\mathbb C$, a phase function with $k(a+b)=k(a)k(b)$; in the usual notation it is $e^{i\mathbf k\cdot\mathbf R}$. Lean's type for these is `AddChar G ℂ`. Momenta are added by multiplying their phases, $(k+k')(a)=k(a)k'(a)$, so equality of momenta is equality modulo reciprocal lattice vectors, and umklapp processes are included.

With conjugate phases $k(-a)=\overline{k(a)}$ on the first two legs, the Bloch component is

$$B_V(k_1,k_2,k_3,k_4)=\sum_{a,b,c,d}k_1(-a)\,k_2(-b)\,k_3(c)\,k_4(d)\,V(a,b,c,d).$$

Bloch orbitals normalised by $1/\sqrt N$ would give $B_V/N^2$. The factor does not affect which components vanish.

```lean
/-- The Bloch component of a tensor at four crystal momenta (characters of `G`), with
conjugate phases on the first two legs. -/
noncomputable def bloch (V : G → G → G → G → ℂ) (k₁ k₂ k₃ k₄ : AddChar G ℂ) : ℂ :=
  ∑ a, k₁ (-a) * ∑ b, k₂ (-b) * ∑ c, k₃ c * ∑ d, k₄ d * V a b c d
```

The ladder joins two tensors through two intermediate cells,

$$L(a,b,c,d)=\sum_{e,f}V(a,b,e,f)\,T(e,f,c,d).$$

It is defined in real space, so momentum conservation is not built into it. Energy denominators, spin and orbital labels are left out.

```lean
/-- The ladder contraction in real space: two tensors joined by a sum over two
intermediate cells. -/
noncomputable def ladder (V T : G → G → G → G → ℂ) (a b c d : G) : ℂ :=
  ∑ e, ∑ f, V a b e f * T e f c d
```

The on-site interaction, equal to one when all four cells coincide and zero otherwise, will serve as a test tensor.

```lean
/-- The on-site interaction: one if all four cells coincide, zero otherwise. -/
def onSite [DecidableEq G] (a b c d : G) : ℂ :=
  if a = b ∧ a = c ∧ a = d then 1 else 0
```

## Character orthogonality recovers a function from its momenta

For any $f:G\to\mathbb C$, exchanging the sums gives

$$\sum_k k(x)\sum_a k(-a)f(a)=\sum_a\Big(\sum_k k(x-a)\Big)f(a)=N f(x).$$

The last step turns on Mathlib's `AddChar.sum_apply_eq_ite`, which says that $S(y)=\sum_k k(y)$ is $N$ for $y=0$ and zero otherwise. At $y=0$ every term is one, and there are $N$ characters. For $y\neq0$, some character $k_0$ has $k_0(y)\neq1$. Adding $k_0$ merely permutes the characters, so $S(y)=k_0(y)S(y)$, which forces $S(y)=0$. The argument needs enough characters to tell any two cells apart, and the complex characters of a finite abelian group provide them.

In the code, `sum_comm` exchanges the sums, and the orthogonality lemma leaves only $a=x$.

```lean
/-- Fourier inversion on the translation group: summing the Bloch transform of `f` over all crystal
momenta `k`, weighted by the phase `k x`, returns `f x` times the number of cells. -/
theorem fourier_inversion (f : G → ℂ) (x : G) :
    ∑ k : AddChar G ℂ, k x * ∑ a, k (-a) * f a = Fintype.card G * f x := by
  classical
  calc _ = ∑ a, (∑ k : AddChar G ℂ, k (x - a)) * f a := by
        simp only [mul_sum, sum_mul]
        rw [sum_comm]
        refine sum_congr rfl fun a _ => sum_congr rfl fun k _ => ?_
        rw [sub_eq_add_neg, AddChar.map_add_eq_mul, mul_assoc]
    _ = _ := by
        -- orthogonality of characters leaves only `a = x`
        simp only [AddChar.sum_apply_eq_ite, sub_eq_zero, ite_mul, zero_mul,
          sum_ite_eq, mem_univ, if_true]
```

## A translation multiplies each component by a phase

Write $V_t(a,b,c,d)=V(a+t,b+t,c+t,d+t)$. Substituting $a'=a+t$ on the first leg turns $k_1(-a)$ into $k_1(t)k_1(-a')$. The second leg behaves likewise, while the last two give $k_3(-t)$ and $k_4(-t)$. Hence

$$B_{V_t}=(k_1+k_2)(t)\,(k_3+k_4)(-t)\,B_V.$$

The local facts `hin` and `hout` are this substitution for the two signs of the phase; `pull` moves the resulting factors out of the nested sums.

```lean
/-- Translating all four cells of a tensor multiplies each Bloch component by the phase of
the momentum difference between the two pairs of legs. -/
theorem bloch_translate (V : G → G → G → G → ℂ) (t : G) (k₁ k₂ k₃ k₄ : AddChar G ℂ) :
    bloch (fun a b c d => V (a + t) (b + t) (c + t) (d + t)) k₁ k₂ k₃ k₄
      = (k₁ + k₂) t * (k₃ + k₄) (-t) * bloch V k₁ k₂ k₃ k₄ := by
  -- the shift rule for a single leg, for either sign of the phase
  have hin : ∀ (k : AddChar G ℂ) (f : G → ℂ),
      ∑ a, k a * f (a + t) = k (-t) * ∑ a, k a * f a := by
    intro k f
    rw [mul_sum]
    refine Fintype.sum_equiv (Equiv.addRight t) _ _ fun a => ?_
    have e : k a = k (-t) * k (a + t) := by
      rw [← AddChar.map_add_eq_mul]
      congr 1
      abel
    simp only [Equiv.coe_addRight]
    rw [e, mul_assoc]
  have hout : ∀ (k : AddChar G ℂ) (f : G → ℂ),
      ∑ a, k (-a) * f (a + t) = k t * ∑ a, k (-a) * f a := by
    intro k f
    simpa only [AddChar.inv_apply, neg_neg] using hin k⁻¹ f
  have pull : ∀ (z : ℂ) (v f : G → ℂ), ∑ x, v x * (z * f x) = z * ∑ x, v x * f x := by
    intro z v f
    rw [mul_sum]
    exact sum_congr rfl fun x _ => by ring
  have h4 := fun a b c => hin k₄ (V a b c)
  have h3 := fun a b => hin k₃ (fun c => ∑ d, k₄ d * V a b c d)
  have h2 := fun a => hout k₂ (fun b => ∑ c, k₃ c * ∑ d, k₄ d * V a b c d)
  have h1 := hout k₁ (fun a => ∑ b, k₂ (-b) * ∑ c, k₃ c * ∑ d, k₄ d * V a b c d)
  simp only [bloch, h4, pull, h3, h2, h1, AddChar.add_apply]
  ring
```

## The components determine the tensor

Suppose $V$ and $W$ have the same Bloch components. Fourier inversion on the first leg removes the sum over $a$: the remaining threefold sums agree for each fixed $a$. Repeating this for $b$, $c$ and $d$ gives $V=W$. Each inversion cancels a factor $N$, which is nonzero because a group has at least one element.

```lean
/-- A tensor is determined by its Bloch components. -/
theorem bloch_injective {V W : G → G → G → G → ℂ}
    (h : ∀ k₁ k₂ k₃ k₄, bloch V k₁ k₂ k₃ k₄ = bloch W k₁ k₂ k₃ k₄) (a b c d : G) :
    V a b c d = W a b c d := by
  have hout : ∀ {f g : G → ℂ}, (∀ k : AddChar G ℂ, ∑ a, k (-a) * f a = ∑ a, k (-a) * g a) →
      ∀ x, f x = g x := by
    intro f g hfg x
    have hc : (Fintype.card G : ℂ) ≠ 0 := Nat.cast_ne_zero.mpr Fintype.card_ne_zero
    apply mul_left_cancel₀ hc
    rw [← fourier_inversion, ← fourier_inversion]
    exact sum_congr rfl fun k _ => by rw [hfg k]
  have hin : ∀ {f g : G → ℂ}, (∀ k : AddChar G ℂ, ∑ a, k a * f a = ∑ a, k a * g a) →
      ∀ x, f x = g x := fun hfg =>
    hout fun k => by simpa only [AddChar.inv_apply] using hfg k⁻¹
  -- strip off the four Fourier sums one at a time
  exact hin (fun k₄ => hin (fun k₃ => hout (fun k₂ => hout (fun k₁ =>
    h k₁ k₂ k₃ k₄) a) b) c) d
```

## The selection rule in both directions

Let $V$ be invariant, so $V_t=V$. If $B_V\neq0$ at some quadruple, the phase rule gives

$$(k_1+k_2)(t)\,(k_3+k_4)(-t)=1\quad\text{for every }t.$$

Multiplying by $(k_3+k_4)(t)$ yields $(k_1+k_2)(t)=(k_3+k_4)(t)$ for every $t$, so the two total momenta are the same character. A component with unequal totals must therefore vanish.

Conversely, suppose all components with unequal totals vanish. Those with equal totals acquire the phase $1$ under translation, and the others stay zero. Thus $V_t$ and $V$ have the same components, and by the previous result they are equal.

In the first half, `DFunLike.ext` reduces equality of characters to equality at each $t$, and `linear_combination` does the multiplication. The second half splits on whether the totals agree.

```lean
/-- Crystal momentum conservation: a tensor is translation invariant exactly when its Bloch
components vanish unless `k₁ + k₂ = k₃ + k₄`. -/
theorem invariant_iff_momentum_conserved (V : G → G → G → G → ℂ) :
    IsTranslationInvariant V ↔
      ∀ k₁ k₂ k₃ k₄, k₁ + k₂ ≠ k₃ + k₄ → bloch V k₁ k₂ k₃ k₄ = 0 := by
  constructor
  · intro h k₁ k₂ k₃ k₄ hk
    by_contra hF
    refine hk (DFunLike.ext _ _ fun t => ?_)
    have hs := bloch_translate V t k₁ k₂ k₃ k₄
    have hVt : (fun a b c d => V (a + t) (b + t) (c + t) (d + t)) = V := by
      funext a b c d
      exact h t a b c d
    rw [hVt] at hs
    -- a nonzero component forces the translation phase to be one
    have h1 : (k₁ + k₂) t * (k₃ + k₄) (-t) = 1 :=
      mul_right_cancel₀ hF (by rw [one_mul]; exact hs.symm)
    have h2 : (k₃ + k₄) (-t) * (k₃ + k₄) t = 1 := by
      rw [← AddChar.map_add_eq_mul, neg_add_cancel, AddChar.map_zero_eq_one]
    linear_combination (k₃ + k₄) t * h1 - (k₁ + k₂) t * h2
  · intro h t
    refine bloch_injective (V := fun a b c d => V (a + t) (b + t) (c + t) (d + t))
      fun k₁ k₂ k₃ k₄ => ?_
    rw [bloch_translate]
    by_cases hk : k₁ + k₂ = k₃ + k₄
    · rw [hk, ← AddChar.map_add_eq_mul, add_neg_cancel, AddChar.map_zero_eq_one, one_mul]
    · rw [h _ _ _ _ hk, mul_zero]
```

## The ladder inherits the rule

If $V$ and $T$ are invariant, translate the outer cells and rename the intermediate ones as $e+t$ and $f+t$:

$$L(a+t,b+t,c+t,d+t)=\sum_{e,f}V(a+t,b+t,e+t,f+t)\,T(e+t,f+t,c+t,d+t)=L(a,b,c,d).$$

The selection rule then applies to $L$. The two uses of `Fintype.sum_equiv` are the two renamings.

```lean
/-- The ladder contraction of two translation-invariant tensors conserves crystal momentum. -/
theorem ladder_momentum_conserved {V T : G → G → G → G → ℂ}
    (hV : IsTranslationInvariant V) (hT : IsTranslationInvariant T)
    {k₁ k₂ k₃ k₄ : AddChar G ℂ} (hk : k₁ + k₂ ≠ k₃ + k₄) :
    bloch (ladder V T) k₁ k₂ k₃ k₄ = 0 := by
  refine (invariant_iff_momentum_conserved _).mp (fun t a b c d => ?_) _ _ _ _ hk
  -- translate the intermediate cells along with the outer ones
  symm
  refine Fintype.sum_equiv (Equiv.addRight t) _ _ fun e => ?_
  refine Fintype.sum_equiv (Equiv.addRight t) _ _ fun f => ?_
  simp only [Equiv.coe_addRight]
  rw [hV, hT]
```

## Counting the allowed momenta

In a quadruple, $k_1,k_2,k_3$ are free and $k_4=k_1+k_2-k_3$, which gives $N^3$ choices. A ladder sextuple $(k_1,k_2,p,q,k_3,k_4)$ satisfies

$$k_1+k_2=p+q=k_3+k_4.$$

Here $k_1,k_2,p,k_3$ are free, with $q=k_1+k_2-p$ and $k_4=k_1+k_2-k_3$, which gives $N^4$. Lean writes both parametrisations as explicit bijections and uses `AddChar.card_eq` for the number of characters.

This counts momentum labels; rewriting the real-space ladder as a sum over them is a further Fourier calculation, not carried out here.

For one cell there is a single momentum, and nothing is forbidden. For two cells the momenta are $0$ and $\pi$: 8 of the 16 quadruples are allowed, and 16 of the 64 sextuples.

```lean
/-- With `N` cells there are `N ^ 3` momentum-conserving quadruples `(k₁, k₂, k₃, k₄)` and
`N ^ 4` ladder sextuples `(k₁, k₂, p, q, k₃, k₄)` conserving momentum at both vertices. -/
theorem card_allowed (G : Type u) [AddCommGroup G] [Fintype G] :
    Nat.card {k : AddChar G ℂ × AddChar G ℂ × AddChar G ℂ × AddChar G ℂ //
      k.1 + k.2.1 = k.2.2.1 + k.2.2.2} = Fintype.card G ^ 3 ∧
    Nat.card {k : AddChar G ℂ × AddChar G ℂ × AddChar G ℂ × AddChar G ℂ × AddChar G ℂ ×
      AddChar G ℂ // k.1 + k.2.1 = k.2.2.1 + k.2.2.2.1 ∧
        k.2.2.1 + k.2.2.2.1 = k.2.2.2.2.1 + k.2.2.2.2.2} = Fintype.card G ^ 4 := by
  have hK : Nat.card (AddChar G ℂ) = Fintype.card G := by
    rw [Nat.card_eq_fintype_card, AddChar.card_eq]
  constructor
  · -- the last momentum is fixed by the other three
    refine Eq.trans (Nat.card_congr (β := AddChar G ℂ × AddChar G ℂ × AddChar G ℂ)
      { toFun := fun x => (x.1.1, x.1.2.1, x.1.2.2.1)
        invFun := fun y => ⟨(y.1, y.2.1, y.2.2, y.1 + y.2.1 - y.2.2), by simp⟩
        left_inv := by
          rintro ⟨⟨a, b, c, d⟩, h⟩
          have h' : a + b = c + d := h
          simp [h']
        right_inv := fun _ => rfl }) ?_
    simp only [Nat.card_prod, hK]
    ring
  · -- each vertex fixes one momentum
    refine Eq.trans (Nat.card_congr
      (β := AddChar G ℂ × AddChar G ℂ × AddChar G ℂ × AddChar G ℂ)
      { toFun := fun x => (x.1.1, x.1.2.1, x.1.2.2.1, x.1.2.2.2.2.1)
        invFun := fun y => ⟨(y.1, y.2.1, y.2.2.1, y.1 + y.2.1 - y.2.2.1, y.2.2.2,
          y.1 + y.2.1 - y.2.2.2), by simp⟩
        left_inv := by
          rintro ⟨⟨a, b, p, q, c, d⟩, h⟩
          have h1 : a + b = p + q := h.1
          have h2 : p + q = c + d := h.2
          have hq : a + b - p = q := by rw [h1, add_sub_cancel_left]
          have hd : a + b - c = d := by rw [h1, h2, add_sub_cancel_left]
          simp [hq, hd]
        right_inv := fun _ => rfl }) ?_
    simp only [Nat.card_prod, hK]
    ring
```

## Translation symmetry forbids nothing more

For the on-site interaction only $a=b=c=d$ contributes. When $k_1+k_2=k_3+k_4$,

$$B=\sum_a (k_1+k_2)(-a)\,(k_3+k_4)(a)=\sum_a 1=N,$$

or $1/N$ with normalised Bloch orbitals. Every allowed component of this invariant tensor is nonzero, so translation invariance alone imposes no further zeros. In the proof, `h4` and `h3` collapse the sums over $d$ and $c$, and `h1` cancels the four phases.

```lean
/-- The on-site interaction is translation invariant, and each of its momentum-conserving
Bloch components equals the number of cells. -/
theorem onSite_witness [DecidableEq G] :
    IsTranslationInvariant (onSite (G := G)) ∧
      ∀ k₁ k₂ k₃ k₄ : AddChar G ℂ, k₁ + k₂ = k₃ + k₄ →
        bloch onSite k₁ k₂ k₃ k₄ = Fintype.card G := by
  refine ⟨fun t a b c d => by simp only [onSite, add_left_inj], fun k₁ k₂ k₃ k₄ h => ?_⟩
  have h4 : ∀ a b c, ∑ d, k₄ d * onSite a b c d = if a = b ∧ a = c then k₄ a else 0 := by
    intro a b c
    by_cases hb : a = b
    · subst hb
      by_cases hc : a = c
      · subst hc
        simp [onSite]
      · simp [onSite, hc]
    · simp [onSite, hb]
  have h3 : ∀ a b, ∑ c, k₃ c * (if a = b ∧ a = c then k₄ a else 0)
      = if a = b then k₃ a * k₄ a else 0 := by
    intro a b
    by_cases hb : a = b
    · subst hb
      simp
    · simp [hb]
  -- the four phases cancel in every cell
  have h1 : ∀ a, k₁ (-a) * (k₂ (-a) * (k₃ a * k₄ a)) = 1 := by
    intro a
    calc _ = (k₁ + k₂) (-a) * (k₃ + k₄) a := by
          simp only [AddChar.add_apply]
          ring
      _ = 1 := by
          rw [h, ← AddChar.map_add_eq_mul, neg_add_cancel, AddChar.map_zero_eq_one]
  simp only [bloch, h4, h3]
  simp only [mul_ite, mul_zero, sum_ite_eq, mem_univ, if_true, h1]
  simp

end CrystalMomentumLadder
```

```lean
#print axioms CrystalMomentumLadder.invariant_iff_momentum_conserved
-- 'CrystalMomentumLadder.invariant_iff_momentum_conserved' depends on axioms: [propext, Classical.choice, Quot.sound]
#print axioms CrystalMomentumLadder.ladder_momentum_conserved
-- 'CrystalMomentumLadder.ladder_momentum_conserved' depends on axioms: [propext, Classical.choice, Quot.sound]
#print axioms CrystalMomentumLadder.card_allowed
-- 'CrystalMomentumLadder.card_allowed' depends on axioms: [propext, Classical.choice, Quot.sound]
```
